# On a finite ring, projected translates of a trial orbital are linearly independent exactly when the orbital overlaps every Bloch state of the band

To build Wannier functions by projection, one chooses a trial orbital, projects it and its lattice translates onto the band, and orthonormalises the results. The last step yields one function per cell only if the projected orbitals are linearly independent. For a single band on a finite ring of cells, with one trial orbital, this can be decided beforehand by computing the overlap of the orbital with each Bloch state and checking that none is zero.

```lean
import Mathlib

open Module

noncomputable section

namespace TrialOrbitalProjection
```

The ring has $N\ge 1$ cells, and $T$ translates a state by one cell. The band consists of $N$ orthonormal Bloch states $\psi_k$ with $T\psi_k=\lambda_k\psi_k$, where $\lambda_k=e^{-2\pi i k/N}$. The trial orbital $g$ is any vector, and $a_k=\langle\psi_k,g\rangle$ denotes its overlaps. The label $k$ is an integer modulo $N$; for lattice constant $d$ the wave number is $2\pi k/(Nd)$.

## The Bloch phases

```lean
/-- The Bloch phase `exp(-2πik/N)` acquired under one lattice translation on a ring of `N` cells,
for `N` nonzero. -/
def blochPhase {N : ℕ} [NeZero N] (k : ZMod N) : ℂ :=
  Complex.exp ((-(2 * Real.pi * (k.val : ℝ) / (N : ℝ)) : ℝ) * Complex.I)
```

`blochPhase k` is $\lambda_k$, the complex factor and not its angle. The type `ZMod N` holds the integers modulo $N$, and `k.val` is the representative between $0$ and $N-1$. The minus sign fixes the convention that $T$ moves a function forward, $(T\psi)(x)=\psi(x-d)$.

```lean
theorem norm_blochPhase {N : ℕ} [NeZero N] (k : ZMod N) : ‖blochPhase k‖ = 1 :=
  Complex.norm_exp_ofReal_mul_I _
```

The exponent is purely imaginary, so $|\lambda_k|=1$. In Lean the part after `:` is the statement and the part after `:=` is its proof.

```lean
/-- Discrete orthogonality of the Bloch phases: summed over the `N` cells, the phases of two
crystal momenta interfere to `N` if the momenta agree and to zero otherwise. -/
theorem blochPhase_orthogonality {N : ℕ} [NeZero N] (k l : ZMod N) :
    ∑ R : Fin N, (blochPhase k ^ (R : ℕ))⁻¹ * blochPhase l ^ (R : ℕ)
      = if l = k then (N : ℂ) else 0 := by
  have hζ := Complex.isPrimitiveRoot_exp N (NeZero.ne N)
  -- each phase is the inverse of a power of one primitive root of unity
  have hp : ∀ m : ZMod N,
      blochPhase m = (Complex.exp (2 * Real.pi * Complex.I / N) ^ m.val)⁻¹ := by
    intro m
    rw [← Complex.exp_nat_mul, ← Complex.exp_neg, blochPhase]
    congr 1
    push_cast
    ring
  have hN : ∀ m : ZMod N, blochPhase m ^ N = 1 := by
    intro m
    rw [hp m, inv_pow, ← pow_mul, mul_comm m.val N, pow_mul, hζ.pow_eq_one, one_pow, inv_one]
  have h0 : blochPhase k ≠ 0 := Complex.exp_ne_zero _
  have hz : ∀ R : Fin N, (blochPhase k ^ (R : ℕ))⁻¹ * blochPhase l ^ (R : ℕ)
      = (blochPhase l / blochPhase k) ^ (R : ℕ) := by
    intro R
    rw [div_pow, div_eq_mul_inv, mul_comm]
  rw [Finset.sum_congr rfl (fun R _ => hz R),
    Fin.sum_univ_eq_sum_range (fun R => (blochPhase l / blochPhase k) ^ R) N]
  by_cases h : l = k
  · subst h
    simp [div_self h0]
  · -- a geometric sum over a full period vanishes when the ratio is not one
    rw [if_neg h]
    have hg := mul_neg_geom_sum (blochPhase l / blochPhase k) N
    rw [div_pow, hN, hN, div_one, sub_self] at hg
    refine (mul_eq_zero.mp hg).resolve_left fun h1 => h ?_
    have h2 : blochPhase l = blochPhase k := (div_eq_one_iff_eq h0).mp (sub_eq_zero.mp h1).symm
    rw [hp l, hp k] at h2
    exact ZMod.val_injective N (hζ.pow_inj (ZMod.val_lt l) (ZMod.val_lt k) (inv_injective h2))
```

In ordinary notation,
$$\sum_{R=0}^{N-1}\lambda_k^{-R}\lambda_l^{R}=N\,\delta_{kl}.$$
The type `Fin N` holds the cell labels $R=0,\dots,N-1$.

By hand, set $q=\lambda_l/\lambda_k$, so that the sum is $\sum_R q^R$. If $l=k$, then $q=1$ and the sum is $N$. Otherwise, use
$$(1-q)\sum_{R=0}^{N-1}q^R=1-q^N=0,$$
which holds because $\lambda_k^N=\lambda_l^N=1$. Since $q\neq1$ for $l\neq k$, the sum vanishes.

The proof follows the same route. The step `hp` writes each phase as $\zeta^{-k}$ with $\zeta=e^{2\pi i/N}$, and `hN` gives $\lambda_k^N=1$. The geometric sum is `mul_neg_geom_sum`. The last lines show that $q=1$ would force $l=k$, because the powers $\zeta^0,\dots,\zeta^{N-1}$ are all different.

## Projecting onto the band

```lean
variable {E : Type*} [NormedAddCommGroup E] [InnerProductSpace ℂ E] {N : ℕ} [NeZero N]

/-- The band projection `∑ₖ |ψₖ⟩⟨ψₖ|x⟩` of a vector `x`. -/
def bandProj (ψ : ZMod N → E) (x : E) : E := ∑ k, inner ℂ (ψ k) x • ψ k
```

The space `E` is any complex inner-product space, of finite or infinite dimension. `bandProj ψ x` is
$$Px=\sum_k\langle\psi_k,x\rangle\,\psi_k.$$
The expression `inner ℂ u v` is $\langle u,v\rangle$, conjugate-linear in the first entry as in Dirac notation, and `•` multiplies a vector by a number.

```lean
/-- For orthonormal Bloch vectors the band projection is the orthogonal projection onto their
span: it lies in the span, and the remainder is orthogonal to the span. -/
theorem bandProj_isOrthogonalProjection {ψ : ZMod N → E} (hψ : Orthonormal ℂ ψ) (x : E) :
    bandProj ψ x ∈ Submodule.span ℂ (Set.range ψ) ∧
      ∀ y ∈ Submodule.span ℂ (Set.range ψ), inner ℂ y (x - bandProj ψ x) = 0 := by
  refine ⟨Submodule.sum_mem _ fun k _ =>
    Submodule.smul_mem _ _ (Submodule.subset_span ⟨k, rfl⟩), fun y hy => ?_⟩
  induction hy using Submodule.span_induction with
  | mem y h =>
    obtain ⟨k, rfl⟩ := h
    rw [inner_sub_right, bandProj, hψ.inner_right_fintype, sub_self]
  | zero => exact inner_zero_left _
  | add y z _ _ hy hz => rw [inner_add_left, hy, hz, add_zero]
  | smul c y _ hy => rw [inner_smul_left, hy, mul_zero]
```

This theorem confirms that the formula deserves its name: $Px$ lies in the span of the Bloch states, and $x-Px$ is orthogonal to that span. The first part is clear, since $Px$ is a linear combination of the $\psi_k$. For the second, orthonormality gives
$$\langle\psi_k,x-Px\rangle=\langle\psi_k,x\rangle-\sum_l\langle\psi_l,x\rangle\langle\psi_k,\psi_l\rangle=0,$$
and the result passes to sums and multiples of the $\psi_k$. The tactic `induction` treats these cases in turn: a Bloch state, the zero vector, a sum and a multiple.

## Overlaps of the translated orbital

```lean
/-- Translating a trial orbital by `R` cells with a norm-preserving translation multiplies its
overlap with the Bloch vector `ψₖ` by the `R`-th power of the Bloch phase. -/
theorem overlap_translate (T : E →ₗᵢ[ℂ] E) {ψ : ZMod N → E}
    (hT : ∀ k, T (ψ k) = blochPhase k • ψ k) (g : E) (k : ZMod N) (R : ℕ) :
    inner ℂ (ψ k) (T^[R] g) = blochPhase k ^ R * inner ℂ (ψ k) g := by
  have hu : blochPhase k * (starRingEnd ℂ) (blochPhase k) = 1 := by
    rw [Complex.mul_conj, Complex.normSq_eq_norm_sq, norm_blochPhase]
    norm_num
  induction R with
  | zero => simp
  | succ R ih =>
    have h := T.inner_map_map (ψ k) (T^[R] g)
    rw [hT k, inner_smul_left, ih] at h
    rw [Function.iterate_succ_apply']
    linear_combination blochPhase k * h - inner ℂ (ψ k) (T (T^[R] g)) * hu
```

The type `E →ₗᵢ[ℂ] E` is that of linear maps which preserve the norm. A unitary translation is one of these. The hypothesis `hT` is the Bloch condition, and `T^[R] g` means $T$ applied $R$ times to $g$. The claim is
$$\langle\psi_k,T^Rg\rangle=\lambda_k^R\,a_k.$$

A norm-preserving linear map also preserves inner products, so for any vector $y$
$$\langle\psi_k,y\rangle=\langle T\psi_k,Ty\rangle=\overline{\lambda_k}\,\langle\psi_k,Ty\rangle.$$
Multiplying by $\lambda_k$ and using $\lambda_k\overline{\lambda_k}=1$ gives $\langle\psi_k,Ty\rangle=\lambda_k\langle\psi_k,y\rangle$. Each translation therefore contributes one factor $\lambda_k$, and induction on $R$ finishes the argument. In the code, `hu` is $\lambda_k\overline{\lambda_k}=1$, `h` is the displayed identity for $y=T^Rg$, and `linear_combination` does the multiplication.

```lean
/-- For a norm-preserving translation, the discrete Fourier sum at `k` over the vectors
`bandProj ψ (T^R g)`, with `R` from `0` to `N-1`, equals `N ⟨ψₖ|g⟩ ψₖ`. -/
theorem fourier_sum_projected (T : E →ₗᵢ[ℂ] E) {ψ : ZMod N → E}
    (hT : ∀ k, T (ψ k) = blochPhase k • ψ k) (g : E) (k : ZMod N) :
    ∑ R : Fin N, (blochPhase k ^ (R : ℕ))⁻¹ • bandProj ψ (T^[(R : ℕ)] g)
      = (N : ℂ) • (inner ℂ (ψ k) g • ψ k) := by
  simp only [bandProj, overlap_translate T hT, Finset.smul_sum]
  rw [Finset.sum_comm]
  -- carry out the sum over cells first
  have h : ∀ l : ZMod N, ∑ R : Fin N, (blochPhase k ^ (R : ℕ))⁻¹ •
      ((blochPhase l ^ (R : ℕ) * inner ℂ (ψ l) g) • ψ l)
      = (if l = k then (N : ℂ) else 0) • (inner ℂ (ψ l) g • ψ l) := by
    intro l
    rw [← blochPhase_orthogonality k l, Finset.sum_smul]
    refine Finset.sum_congr rfl fun R _ => ?_
    simp only [smul_smul, mul_assoc]
  rw [Finset.sum_congr rfl (fun l _ => h l)]
  simp [ite_smul]
```

A Fourier sum over the cells picks out one Bloch state:
$$\sum_{R=0}^{N-1}\lambda_k^{-R}\,PT^Rg=\sum_l\Big(\sum_{R=0}^{N-1}\lambda_k^{-R}\lambda_l^R\Big)a_l\psi_l=N a_k\psi_k.$$
The first equality inserts the overlaps just found and exchanges the two sums, which is `Finset.sum_comm` in the proof. The second is the orthogonality of the phases.

## Which Bloch states the projected orbitals reach

```lean
/-- For a norm-preserving translation, the vectors `bandProj ψ (T^R g)`, with `R` from `0` to `N-1`,
have the same span as the Bloch vectors with which `g` has nonzero overlap. -/
theorem span_projected (T : E →ₗᵢ[ℂ] E) {ψ : ZMod N → E}
    (hT : ∀ k, T (ψ k) = blochPhase k • ψ k) (g : E) :
    Submodule.span ℂ (Set.range fun R : Fin N => bandProj ψ (T^[(R : ℕ)] g))
      = Submodule.span ℂ (Set.range fun k : {k // inner ℂ (ψ k) g ≠ 0} => ψ k) := by
  apply le_antisymm
  · rw [Submodule.span_le]
    rintro _ ⟨R, rfl⟩
    refine Submodule.sum_mem _ fun k _ => ?_
    rw [overlap_translate T hT]
    by_cases h : inner ℂ (ψ k) g = 0
    · rw [h, mul_zero, zero_smul]
      exact Submodule.zero_mem _
    · exact Submodule.smul_mem _ _ (Submodule.subset_span ⟨⟨k, h⟩, rfl⟩)
  · rw [Submodule.span_le]
    rintro _ ⟨⟨k, hk⟩, rfl⟩
    have hN : (N : ℂ) ≠ 0 := Nat.cast_ne_zero.mpr (NeZero.ne N)
    -- divide the Fourier sum by the nonzero overlap
    have h : ψ k = ((N : ℂ) * inner ℂ (ψ k) g)⁻¹ •
        ∑ R : Fin N, (blochPhase k ^ (R : ℕ))⁻¹ • bandProj ψ (T^[(R : ℕ)] g) := by
      rw [fourier_sum_projected T hT, smul_smul (N : ℂ), smul_smul,
        inv_mul_cancel₀ (mul_ne_zero hN hk), one_smul]
    change ψ k ∈ Submodule.span ℂ _
    rw [h]
    exact Submodule.smul_mem _ _ (Submodule.sum_mem _ fun R _ =>
      Submodule.smul_mem _ _ (Submodule.subset_span ⟨R, rfl⟩))
```

The two sides are the span of $Pg,PTg,\dots,PT^{N-1}g$ and the span of those $\psi_k$ with $a_k\neq0$. The notation `{k // inner ℂ (ψ k) g ≠ 0}` is the type of labels $k$ that satisfy the condition.

The equality is proved as two inclusions, which `le_antisymm` combines. First,
$$PT^Rg=\sum_k\lambda_k^Ra_k\psi_k,$$
and terms with $a_k=0$ drop out, so every projected translate lies in the second span. Conversely, if $a_k\neq0$, the Fourier sum can be divided by $Na_k$:
$$\psi_k=\frac{1}{Na_k}\sum_{R=0}^{N-1}\lambda_k^{-R}\,PT^Rg.$$
So this $\psi_k$ lies in the first span.

```lean
/-- For a norm-preserving translation and orthonormal Bloch vectors, the dimension of the span of
the band projections of `g, Tg, …, T^(N-1)g` equals the number of crystal momenta at which `g` has
nonzero overlap with the Bloch vector. -/
theorem finrank_projected (T : E →ₗᵢ[ℂ] E) {ψ : ZMod N → E} (hψ : Orthonormal ℂ ψ)
    (hT : ∀ k, T (ψ k) = blochPhase k • ψ k) (g : E) :
    finrank ℂ (Submodule.span ℂ (Set.range fun R : Fin N => bandProj ψ (T^[(R : ℕ)] g)))
      = Nat.card {k // inner ℂ (ψ k) g ≠ 0} := by
  classical
  have hli : LinearIndependent ℂ (fun k : {k // inner ℂ (ψ k) g ≠ 0} => ψ k) :=
    hψ.linearIndependent.comp Subtype.val Subtype.val_injective
  rw [span_projected T hT, finrank_span_eq_card hli, Nat.card_eq_fintype_card]
```

`finrank` is the dimension, and `Nat.card` counts the labels. The theorem says
$$\dim\operatorname{span}\{PT^Rg\}=\#\{k: a_k\neq0\}.$$
Orthonormal vectors are linearly independent, and so is any selection of them (`hli`). The dimension of their span is then their number, and the preceding theorem carries this over to the projected orbitals. Each Bloch state that the trial orbital misses costs one dimension.

## The criterion

```lean
/-- For a norm-preserving translation and orthonormal Bloch vectors, the band projections of
`g, Tg, …, T^(N-1)g` are linearly independent if and only if `g` overlaps every Bloch vector. -/
theorem projected_linearIndependent_iff (T : E →ₗᵢ[ℂ] E) {ψ : ZMod N → E}
    (hψ : Orthonormal ℂ ψ) (hT : ∀ k, T (ψ k) = blochPhase k • ψ k) (g : E) :
    LinearIndependent ℂ (fun R : Fin N => bandProj ψ (T^[(R : ℕ)] g))
      ↔ ∀ k, inner ℂ (ψ k) g ≠ 0 := by
  classical
  rw [linearIndependent_iff_card_eq_finrank_span, Set.finrank, finrank_projected T hψ hT,
    Fintype.card_fin]
  constructor
  · intro h k hk
    -- one missing momentum makes the count too small
    have hlt := Fintype.card_subtype_lt (p := fun k => inner ℂ (ψ k) g ≠ 0) (x := k)
      (not_not.mpr hk)
    rw [ZMod.card, ← Nat.card_eq_fintype_card] at hlt
    omega
  · intro h
    rw [Nat.card_congr (Equiv.subtypeUnivEquiv h), Nat.card_eq_fintype_card, ZMod.card]
```

The statement reads: $Pg,PTg,\dots,PT^{N-1}g$ are linearly independent if and only if $a_k\neq0$ for every $k$.

By hand, $N$ vectors are linearly independent exactly when their span has dimension $N$. That dimension is the number of nonzero overlaps, and there are $N$ labels in total, so it equals $N$ exactly when no overlap vanishes. The first `rw` performs this reduction. The two bullets then treat the two directions: one vanishing overlap makes the count smaller than $N$, and without any the count is $N$.

No Hamiltonian appears here. That the $\psi_k$ are the eigenstates of one band of a given crystal is not part of the theorem and is established separately, for example by an electronic-structure calculation.

**Four cells with one missing overlap.** For $N=4$ the phases are $1,-i,-1,i$. Take a normalised $g$ with overlaps $\tfrac12,\tfrac12,0,\tfrac12$ and the remaining weight $\tfrac14$ outside the band. Then
$$\begin{aligned}
Pg&=\tfrac12(\psi_0+\psi_1+\psi_3), & PTg&=\tfrac12(\psi_0-i\psi_1+i\psi_3),\\
PT^2g&=\tfrac12(\psi_0-\psi_1-\psi_3), & PT^3g&=\tfrac12(\psi_0+i\psi_1-i\psi_3).
\end{aligned}$$
Here $Pg+PT^2g=\psi_0=PTg+PT^3g$, so the four vectors are dependent. They span $\psi_0,\psi_1,\psi_3$, which is dimension three, as the count predicts. If the overlap with $\psi_2$ is also $\tfrac12$, the combination $Pg-PTg+PT^2g-PT^3g$ equals $2\psi_2$ instead of zero, and the four vectors are independent.

**A translation that does not preserve the norm.** Linearity and invertibility of $T$, together with the Bloch condition, are not enough. Take $N=2$ and orthonormal vectors $\psi_0,\psi_1,\chi$, with
$$T\psi_0=\psi_0,\qquad T\psi_1=-\psi_1,\qquad T\chi=\chi+\psi_1.$$
For $g=(\psi_0+\chi)/\sqrt2$ the overlap with $\psi_1$ is zero. Yet $Pg=\psi_0/\sqrt2$ and $PTg=(\psi_0+\psi_1)/\sqrt2$ are linearly independent. This $T$ gives the state $\chi$, which is orthogonal to the band, a component inside the band, so the overlaps of $Tg$ are no longer fixed by those of $g$.

## An example for every ring size

```lean
/-- The lattice translation in the momentum representation: each component is multiplied by its
Bloch phase. -/
def momentumTranslation (N : ℕ) [NeZero N] :
    EuclideanSpace ℂ (ZMod N) →ₗᵢ[ℂ] EuclideanSpace ℂ (ZMod N) where
  toFun x := WithLp.toLp 2 fun k => blochPhase k * x k
  map_add' x y := by
    ext k
    exact mul_add (blochPhase k) (x k) (y k)
  map_smul' c x := by
    ext k
    exact mul_left_comm (blochPhase k) c (x k)
  norm_map' x := by
    simp [EuclideanSpace.norm_eq, norm_blochPhase]
```

This defines a concrete translation on $\mathbb C^N$ in the momentum representation, $(Tx)_k=\lambda_kx_k$. The fields `map_add'` and `map_smul'` prove that it is linear. The field `norm_map'` proves that it preserves the norm, which follows from $|\lambda_k|=1$.

```lean
/-- In the momentum representation the standard basis vectors are orthonormal Bloch vectors, and
the trial vector with all components one has overlap one with each of them. -/
theorem momentumTranslation_witness (N : ℕ) [NeZero N] :
    Orthonormal ℂ (fun k : ZMod N => EuclideanSpace.single k (1 : ℂ)) ∧
    (∀ k : ZMod N, momentumTranslation N (EuclideanSpace.single k (1 : ℂ))
      = blochPhase k • EuclideanSpace.single k (1 : ℂ)) ∧
    ∀ k : ZMod N, inner ℂ (EuclideanSpace.single k (1 : ℂ))
      (WithLp.toLp 2 (fun _ => 1) : EuclideanSpace ℂ (ZMod N)) = 1 := by
  refine ⟨EuclideanSpace.orthonormal_single, fun k => ?_, fun k => ?_⟩
  · ext j
    change blochPhase j * (EuclideanSpace.single k (1 : ℂ)) j
      = blochPhase k * (EuclideanSpace.single k (1 : ℂ)) j
    by_cases h : j = k
    · rw [h]
    · simp [h]
  · simp [EuclideanSpace.inner_single_left]

end TrialOrbitalProjection
```

The three parts, joined by `∧`, say that the standard basis vectors $e_k$ are orthonormal, that $Te_k=\lambda_ke_k$, and that the vector $(1,\dots,1)$ has overlap $1$ with each of them. After normalisation the overlap is $1/\sqrt N$. The first two parts are what the criterion assumes and the third is its overlap condition, so for every $N\ge1$ the projected translates of this vector are independent. The band fills the whole space in this example, and $P$ is the identity.

The proof takes the orthonormality from Mathlib, compares the components of $Te_k$ and $\lambda_ke_k$ one at a time, and evaluates the overlap directly.

```lean
#print axioms TrialOrbitalProjection.bandProj_isOrthogonalProjection
#print axioms TrialOrbitalProjection.projected_linearIndependent_iff
```

```
'TrialOrbitalProjection.bandProj_isOrthogonalProjection' depends on axioms: [propext, Classical.choice, Quot.sound]
'TrialOrbitalProjection.projected_linearIndependent_iff' depends on axioms: [propext, Classical.choice, Quot.sound]
```
